# Constant unitary mixing of time-dependent Kohn–Sham orbitals preserves the density and the sum of orbital energies, but not the individual energies

All orbitals are occupied with weight one and stored as the columns of one complex matrix \(\Phi(t)\), whose rows label the points of a finite grid, and they share a Hamiltonian \(H(t,\rho)\) that may depend on the density \(\rho\) at the same instant. Mixing the orbitals is then multiplication of \(\Phi\) from the right, while the Hamiltonian acts from the left. Because \(H\) may depend on \(\rho\), the equations of motion can be nonlinear, and a constant mixing of the orbitals of a solution need not give a solution. It does give one if it leaves the density unchanged, as a unitary mixing does.

For real-time simulation on such a grid, with a Hamiltonian fixed by time and instantaneous density, this means that individual orbital energies can depend on which of several orbital sets, related by constant unitary mixing, is propagated.

## Orbitals, density and equations of motion

```lean
import Mathlib

open Matrix

namespace KohnShamOrbitalMixing

noncomputable section

variable {n ι : Type*} [Fintype n] [Fintype ι]
```

Mathlib is Lean's mathematical library. The types `n` and `ι` are finite index sets: `n` for grid points \(x\), `ι` for orbitals \(k\). The entry `Φ x k` is \(\varphi_k(x)\).

```lean
/-- The density at the point `x`: the sum of `|φ_k(x)|²` over the orbitals, which are the
columns of `Φ`. -/
def density (Φ : Matrix n ι ℂ) (x : n) : ℝ := ∑ k, ‖Φ x k‖ ^ 2
```

This is the density
\[
\rho(x)=\sum_k|\varphi_k(x)|^2 .
\]
Every orbital counts with weight one. With unequal weights, a unitary mixing of the orbitals could change the density. The grid weight is taken as one.

```lean
/-- The matrix of orbital overlaps `⟨φ_j, φ_k⟩`. -/
def overlap (Φ : Matrix n ι ℂ) : Matrix ι ι ℂ := Φᴴ * Φ
```

The symbol `ᴴ` is the conjugate transpose, written \(\dagger\) below. The entry \((j,k)\) of \(S=\Phi^\dagger\Phi\) is \(\langle\varphi_j,\varphi_k\rangle=\sum_x\overline{\varphi_j(x)}\,\varphi_k(x)\).

```lean
/-- The number `⟨φ_k, A φ_k⟩` for the column `φ_k` of `Φ`; it is the expectation value of `A` if
`φ_k` is normalised. -/
def orbitalEnergy (A : Matrix n n ℂ) (Φ : Matrix n ι ℂ) (k : ι) : ℂ := (Φᴴ * A * Φ) k k
```

The diagonal entry \((\Phi^\dagger A\Phi)_{kk}\) is \(\langle\varphi_k,A\varphi_k\rangle\). For a nonzero orbital that is not normalised, the physical expectation value is this number divided by \(\langle\varphi_k,\varphi_k\rangle\). The theorems concern the undivided number.

```lean
/-- The time-dependent Kohn–Sham equations `φ_k' = -i H(t, ρ(t)) φ_k`, where the common
Hamiltonian may depend on time and on the instantaneous density of the orbitals. -/
def SolvesTDKS (H : ℝ → (n → ℝ) → Matrix n n ℂ) (Φ : ℝ → Matrix n ι ℂ) : Prop :=
  ∀ t x k, HasDerivAt (fun s => Φ s x k)
    (-Complex.I * (H t (density (Φ t)) * Φ t) x k) t
```

`SolvesTDKS H Φ` says that at every time, grid point and orbital, with \(\hbar=1\),
\[
\frac{d}{dt}\varphi_k(x,t)=-i\,\bigl(H(t,\rho(t))\,\varphi_k(t)\bigr)(x).
\]
`HasDerivAt f f' t` means that `f` is differentiable at `t` with derivative `f'`. The Hamiltonian has no memory of earlier densities and no further dependence on the orbitals, as exact exchange would bring. The theorems take a solution as given; they do not show that one exists.

## Overlaps and Hermiticity

```lean
/-- Along a solution of the equations of motion, the overlaps change at the rate `i ⟨φ_j, (H† - H)
φ_k⟩`. -/
theorem overlap_hasDerivAt {H : ℝ → (n → ℝ) → Matrix n n ℂ} {Φ : ℝ → Matrix n ι ℂ}
    (hΦ : SolvesTDKS H Φ) (t : ℝ) (j k : ι) :
    HasDerivAt (fun s => overlap (Φ s) j k)
      (Complex.I * ((Φ t)ᴴ * ((H t (density (Φ t)))ᴴ - H t (density (Φ t))) * Φ t) j k) t := by
  have hf : (fun s => overlap (Φ s) j k) = fun s => ∑ x, star (Φ s x j) * Φ s x k := by
    funext s
    simp [overlap, Matrix.mul_apply]
  -- product rule, point by point
  have h := HasDerivAt.fun_sum (u := Finset.univ)
    (fun x _ => (hΦ t x j).star.fun_mul (hΦ t x k))
  rw [hf]
  refine h.congr_deriv ?_
  generalize H t (density (Φ t)) = A
  have e : (Φ t)ᴴ * (Aᴴ - A) * Φ t = (A * Φ t)ᴴ * Φ t - (Φ t)ᴴ * (A * Φ t) := by
    rw [conjTranspose_mul, Matrix.mul_sub, Matrix.sub_mul, Matrix.mul_assoc (Φ t)ᴴ A (Φ t)]
  rw [e, Matrix.sub_apply, Matrix.mul_apply, Matrix.mul_apply, mul_sub, Finset.mul_sum,
    Finset.mul_sum, ← Finset.sum_sub_distrib]
  refine Finset.sum_congr rfl fun x _ => ?_
  simp only [conjTranspose_apply, star_mul', star_neg, Complex.star_def, Complex.conj_I]
  ring
```

In a theorem, the hypotheses stand before the last top-level colon, the claim after it, and the proof after `:= by`. Here the only hypothesis is that \(\Phi\) solves the equations. Write \(A=H(t,\rho(t))\). The product rule gives
\[
\begin{aligned}
\frac{d}{dt}S_{jk}
&=\sum_x\Bigl[\overline{-i(A\varphi_j)(x)}\,\varphi_k(x)+\overline{\varphi_j(x)}\,(-i)(A\varphi_k)(x)\Bigr]\\
&=i\bigl[\langle A\varphi_j,\varphi_k\rangle-\langle\varphi_j,A\varphi_k\rangle\bigr]
=i\,\bigl(\Phi^\dagger(A^\dagger-A)\Phi\bigr)_{jk}.
\end{aligned}
\]

The proof follows these lines. `hf` writes the overlap as a sum over \(x\), `h` is the product rule summed over \(x\), and `e` splits the matrix product into the two terms of the second line. The final `ring` checks the remaining algebra at each grid point.

```lean
/-- If the common Hamiltonian is Hermitian along a solution, all orbital overlaps are constant in
time. -/
theorem overlap_constant {H : ℝ → (n → ℝ) → Matrix n n ℂ} {Φ : ℝ → Matrix n ι ℂ}
    (hΦ : SolvesTDKS H Φ) (hH : ∀ t, (H t (density (Φ t))).IsHermitian) (s t : ℝ) :
    overlap (Φ s) = overlap (Φ t) := by
  ext j k
  have h := overlap_hasDerivAt hΦ
  refine is_const_of_deriv_eq_zero (f := fun r => overlap (Φ r) j k)
    (fun r => (h r j k).differentiableAt) (fun r => ?_) s t
  rw [(h r j k).deriv, (hH r).eq]
  simp
```

The added hypothesis `hH` says that \(H(t,\rho(t))\) is Hermitian at every time, for the densities that actually occur. Physically, nothing absorbs or creates norm; a complex absorbing potential would violate it. Then \(A^\dagger-A=0\), each \(S_{jk}\) has zero derivative, and \(S(s)=S(t)\) for any two times. In particular, orthonormal orbitals stay orthonormal, so in a simulation of this finite model with Hermitian \(H\), any drift of the overlaps is numerical error.

In the proof, `ext j k` reduces equality of matrices to equality of entries, and `is_const_of_deriv_eq_zero` is the fact from calculus that a zero derivative implies a constant.

```lean
/-- Conversely, if the overlaps of a solution are constant and the orbitals form a basis at time
`t`, the Hamiltonian at time `t` is Hermitian. -/
theorem hermitian_of_overlap_constant [DecidableEq n] {H : ℝ → (n → ℝ) → Matrix n n ℂ}
    {Φ : ℝ → Matrix n n ℂ} (hΦ : SolvesTDKS H Φ)
    (hS : ∀ s t, overlap (Φ s) = overlap (Φ t)) (t : ℝ) (hu : IsUnit (Φ t)) :
    (H t (density (Φ t))).IsHermitian := by
  have hz : (Φ t)ᴴ * ((H t (density (Φ t)))ᴴ - H t (density (Φ t))) * Φ t = 0 := by
    ext j k
    have h := overlap_hasDerivAt hΦ t j k
    have hc : (fun s => overlap (Φ s) j k) = fun _ => overlap (Φ t) j k := by
      funext s
      rw [hS s t]
    rw [hc] at h
    have h0 := h.unique (hasDerivAt_const t (overlap (Φ t) j k))
    exact (mul_eq_zero.mp h0).resolve_left Complex.I_ne_zero
  -- cancel the invertible orbital matrix on both sides
  have hu' : IsUnit (Φ t)ᴴ := hu.star
  exact sub_eq_zero.mp (hu'.mul_right_eq_zero.mp (hu.mul_left_eq_zero.mp hz))
```

For the converse, \(\Phi\) is square, with as many orbitals as grid points, and `IsUnit (Φ t)` says that it is invertible at time \(t\). Constant overlaps have zero derivative, so
\[
i\,\Phi^\dagger(A^\dagger-A)\Phi=0 .
\]
Dividing by \(i\) and cancelling \(\Phi^\dagger\) on the left and \(\Phi\) on the right leaves \(A^\dagger=A\). The proof obtains the zero matrix as `hz`, by uniqueness of the derivative, and its last line does the cancelling. A smaller set of orbitals would test \(A^\dagger-A\) only on the space that it spans.

## What a unitary mixing leaves unchanged

```lean
omit [Fintype n] in
/-- The density is the diagonal of the one-particle density matrix `Φ Φ†`. -/
theorem density_eq_diagonal (Φ : Matrix n ι ℂ) (x : n) :
    (density Φ x : ℂ) = (Φ * Φᴴ) x x := by
  simp [density, Matrix.mul_apply, Complex.mul_conj, Complex.normSq_eq_norm_sq]
```

For orthonormal orbitals, \(\Phi\Phi^\dagger\) is the one-particle density matrix of their Slater determinant. Its diagonal is the density defined above, whether or not the orbitals are orthonormal:
\[
(\Phi\Phi^\dagger)_{xx}=\sum_k\varphi_k(x)\overline{\varphi_k(x)}=\rho(x).
\]
The annotation `(density Φ x : ℂ)` reads the real density as a complex number, so that the two sides can be compared.

```lean
omit [Fintype n] in
/-- A unitary mixing of the orbitals leaves the density unchanged. -/
theorem density_mix [DecidableEq ι] (Φ : Matrix n ι ℂ) {U : Matrix ι ι ℂ}
    (hU : U ∈ unitaryGroup ι ℂ) : density (Φ * U) = density Φ := by
  have hU' : U * Uᴴ = 1 := mem_unitaryGroup_iff.mp hU
  have e : Φ * U * (Φ * U)ᴴ = Φ * Φᴴ := by
    rw [conjTranspose_mul, Matrix.mul_assoc, ← Matrix.mul_assoc U, hU', Matrix.one_mul]
  funext x
  apply Complex.ofReal_injective
  rw [density_eq_diagonal, density_eq_diagonal, e]
```

Let \(U\) be unitary. The mixed orbitals are \(\chi_k=\sum_j\varphi_jU_{jk}\), the columns of \(\Phi U\). Their density matrix is
\[
(\Phi U)(\Phi U)^\dagger=\Phi\,UU^\dagger\,\Phi^\dagger=\Phi\Phi^\dagger ,
\]
and its diagonal, the density, is unchanged. In the proof, `hU'` is \(UU^\dagger=1\) and `e` is the displayed equation.

```lean
/-- A unitary mixing of the orbitals leaves the sum of the numbers `⟨φ_k, A φ_k⟩` unchanged. -/
theorem sum_orbitalEnergy_mix [DecidableEq ι] (A : Matrix n n ℂ) (Φ : Matrix n ι ℂ)
    {U : Matrix ι ι ℂ} (hU : U ∈ unitaryGroup ι ℂ) :
    ∑ k, orbitalEnergy A (Φ * U) k = ∑ k, orbitalEnergy A Φ k := by
  have hU' : U * Uᴴ = 1 := mem_unitaryGroup_iff.mp hU
  change Matrix.trace ((Φ * U)ᴴ * A * (Φ * U)) = Matrix.trace (Φᴴ * A * Φ)
  have e : (Φ * U)ᴴ * A * (Φ * U) = Uᴴ * (Φᴴ * A * Φ * U) := by
    simp only [conjTranspose_mul, Matrix.mul_assoc]
  rw [e, Matrix.trace_mul_comm, Matrix.mul_assoc, hU', Matrix.mul_one]
```

The sum of the orbital energies is a trace, and a trace allows cyclic reordering:
\[
\operatorname{tr}(U^\dagger\Phi^\dagger A\Phi U)=\operatorname{tr}(\Phi^\dagger A\Phi\,UU^\dagger)=\operatorname{tr}(\Phi^\dagger A\Phi).
\]
The line starting with `change` restates the sums as traces, and `Matrix.trace_mul_comm` moves \(U^\dagger\) to the end. Neither orthonormal orbitals nor a Hermitian \(A\) is needed.

```lean
/-- Mixing the orbitals by a constant unitary matrix gives another solution of the same
time-dependent Kohn–Sham equations, with the same density and the same sum of the numbers `⟨φ_k, H
φ_k⟩` at all times. -/
theorem unitary_mixing [DecidableEq ι] {H : ℝ → (n → ℝ) → Matrix n n ℂ}
    {Φ : ℝ → Matrix n ι ℂ} (hΦ : SolvesTDKS H Φ) {U : Matrix ι ι ℂ}
    (hU : U ∈ unitaryGroup ι ℂ) :
    SolvesTDKS H (fun t => Φ t * U) ∧
    ∀ t, density (Φ t * U) = density (Φ t) ∧
      ∑ k, orbitalEnergy (H t (density (Φ t * U))) (Φ t * U) k =
        ∑ k, orbitalEnergy (H t (density (Φ t))) (Φ t) k := by
  refine ⟨fun t x k => ?_, fun t => ⟨density_mix _ hU, ?_⟩⟩
  · -- the Hamiltonian is the same because the density is
    have h := HasDerivAt.fun_sum (u := Finset.univ)
      (fun j _ => (hΦ t x j).mul_const (U j k))
    simp only [density_mix _ hU]
    have hf : (fun s => (Φ s * U) x k) = fun s => ∑ j, Φ s x j * U j k :=
      funext fun s => Matrix.mul_apply
    have e : -Complex.I * (H t (density (Φ t)) * (Φ t * U)) x k =
        ∑ j, -Complex.I * (H t (density (Φ t)) * Φ t) x j * U j k := by
      rw [← Matrix.mul_assoc, Matrix.mul_apply, Finset.mul_sum]
      exact Finset.sum_congr rfl fun j _ => (mul_assoc _ _ _).symm
    rw [hf, e]
    exact h
  · rw [density_mix _ hU, sum_orbitalEnergy_mix _ _ hU]
```

This is the main theorem. From a solution \(\Phi\) and a unitary \(U\) that does not depend on time, it concludes that \(\Phi U\) solves the same equations, and that at every time the density and the sum of the orbital energies agree with those of \(\Phi\). The symbol `∧` means "and".

By hand, let \(\rho\) be the density of \(\Phi\). Since \(U\) is constant,
\[
\frac{d}{dt}\chi_k=\sum_j\frac{d\varphi_j}{dt}U_{jk}
=-i\sum_jH(t,\rho)\varphi_j\,U_{jk}=-i\,H(t,\rho)\,\chi_k .
\]
The equation for \(\chi_k\) requires the Hamiltonian at the density of the mixed orbitals. That density is also \(\rho\), so the Hamiltonian is the right one. The energy sums then agree by the trace argument.

In the proof, `h` differentiates the sum over \(j\), `density_mix` replaces the mixed density by the original one, and `e` uses the linearity of \(H\) acting on the orbitals. The last bullet combines the two preceding lemmas. The sum is unchanged by the mixing, but it need not be constant in time. It is in general not the Kohn–Sham total energy, which differs from it by interaction terms that depend on the density.

The smallest nontrivial case is a single orbital. Then \(U\) is a phase factor \(e^{i\theta}\), the sum has one term, and the individual energy is unchanged as well. Individual energies can change only from two orbitals on.

## Two levels and a 45 degree rotation

```lean
/-- The two-level Hamiltonian `diag(0, 1)`. -/
def twoLevelH : Matrix (Fin 2) (Fin 2) ℂ := !![0, 0; 0, 1]
```

The notation `!![0, 0; 0, 1]` lists a matrix row by row. `Fin 2` is the index set \(\{0,1\}\), so counting starts at zero.

```lean
/-- The orbitals `(1, 0)` and `(0, e^{-it})`. -/
def twoLevelOrbitals (t : ℝ) : Matrix (Fin 2) (Fin 2) ℂ :=
  !![1, 0; 0, Complex.exp (-Complex.I * t)]
```

The columns are \(\varphi_0=(1,0)\) and \(\varphi_1=(0,e^{-it})\), the two normalised stationary states with their phases.

```lean
/-- The cosine of 45 degrees, `√(1/2)`. -/
def cos45 : ℝ := Real.sqrt (1 / 2)
```

This is \(c=\sqrt{1/2}\).

```lean
/-- The rotation by 45 degrees. -/
def rotation45 : Matrix (Fin 2) (Fin 2) ℂ := !![(cos45 : ℂ), -cos45; cos45, cos45]
```

The rotation is
\[
R=\begin{pmatrix}c&-c\\ c&c\end{pmatrix},
\]
so the mixed orbitals are \(\chi_0=c(\varphi_0+\varphi_1)\) and \(\chi_1=c(-\varphi_0+\varphi_1)\).

```lean
/-- For `H = diag(0, 1)` the orbitals `(1, 0)` and `(0, e^{-it})` solve the equations of motion
with individual expectation values 0 and 1; the unitary 45 degree rotation changes both
values to 1/2 at all times. -/
theorem individual_energies_not_invariant :
    SolvesTDKS (fun _ _ => twoLevelH) twoLevelOrbitals ∧
    rotation45 ∈ unitaryGroup (Fin 2) ℂ ∧
    ∀ t, orbitalEnergy twoLevelH (twoLevelOrbitals t) 0 = 0 ∧
      orbitalEnergy twoLevelH (twoLevelOrbitals t) 1 = 1 ∧
      ∀ k, orbitalEnergy twoLevelH (twoLevelOrbitals t * rotation45) k = 1 / 2 := by
  have hc : (cos45 : ℂ) * cos45 = 1 / 2 := by
    have h : cos45 * cos45 = 1 / 2 := Real.mul_self_sqrt (by norm_num)
    rw [← Complex.ofReal_mul, h]
    norm_num
  refine ⟨fun t x k => ?_, ?_, fun t => ?_⟩
  · have he : HasDerivAt (fun s : ℝ => Complex.exp (-Complex.I * s))
        (-Complex.I * Complex.exp (-Complex.I * t)) t := by
      have h := ((hasDerivAt_id t).ofReal_comp.const_mul (-Complex.I)).cexp
      refine h.congr_deriv ?_
      simp [mul_comm]
    have h1 := hasDerivAt_const t (1 : ℂ)
    have h0 := hasDerivAt_const t (0 : ℂ)
    fin_cases x <;> fin_cases k
    · simpa [twoLevelH, twoLevelOrbitals, Matrix.mul_apply, Fin.sum_univ_two] using h1
    · simpa [twoLevelH, twoLevelOrbitals, Matrix.mul_apply, Fin.sum_univ_two] using h0
    · simpa [twoLevelH, twoLevelOrbitals, Matrix.mul_apply, Fin.sum_univ_two] using h0
    · simpa [twoLevelH, twoLevelOrbitals, Matrix.mul_apply, Fin.sum_univ_two] using he
  · rw [mem_unitaryGroup_iff]
    ext i j
    fin_cases i <;> fin_cases j <;>
      simp [rotation45, Matrix.mul_apply, Fin.sum_univ_two, Matrix.star_apply] <;>
      linear_combination 2 * hc
  · -- the phases cancel in all matrix elements of the Hamiltonian
    have hp : star (Complex.exp (-Complex.I * t)) * Complex.exp (-Complex.I * t) = 1 := by
      rw [Complex.star_def, ← Complex.exp_conj, ← Complex.exp_add]
      simp
    have hD : (twoLevelOrbitals t)ᴴ * twoLevelH * twoLevelOrbitals t = twoLevelH := by
      unfold twoLevelOrbitals
      generalize Complex.exp (-Complex.I * t) = z at hp
      rw [Complex.star_def] at hp
      ext i j
      fin_cases i <;> fin_cases j <;>
        simp [twoLevelH, Matrix.mul_apply, Fin.sum_univ_two, hp]
    refine ⟨?_, ?_, fun k => ?_⟩
    · rw [orbitalEnergy, hD]
      simp [twoLevelH]
    · rw [orbitalEnergy, hD]
      simp [twoLevelH]
    · have e : (twoLevelOrbitals t * rotation45)ᴴ * twoLevelH *
          (twoLevelOrbitals t * rotation45) = rotation45ᴴ * twoLevelH * rotation45 := by
        rw [← hD]
        simp only [conjTranspose_mul, Matrix.mul_assoc]
        simp only [← Matrix.mul_assoc, hD]
      rw [orbitalEnergy, e]
      fin_cases k <;>
        simp [rotation45, twoLevelH, Matrix.mul_apply, Fin.sum_univ_two] <;>
        linear_combination hc

end

end KohnShamOrbitalMixing
```

The theorem states that the original orbitals solve the equations for \(H=\mathrm{diag}(0,1)\), that \(R\) is unitary, and that at every time the individual values are 0 and 1 before the rotation and 1/2 and 1/2 after it. In `fun _ _ => twoLevelH`, the underscores are the ignored time and density: the example is non-interacting. By the main theorem, the rotated orbitals solve the same equations, with the same sum \(0+1=\tfrac12+\tfrac12\).

For the equations of motion, \(\varphi_0\) is constant and \(H\varphi_0=0\), while the derivative of \(e^{-it}\) is \(-ie^{-it}\), as \(H\varphi_1=\varphi_1\) requires. Unitarity of \(R\) follows from \(2c^2=1\). For the energies, the phases cancel:
\[
\Phi^\dagger H\Phi=\begin{pmatrix}0&0\\0&e^{it}e^{-it}\end{pmatrix}=H .
\]
The original values are therefore the diagonal entries 0 and 1, and after the rotation
\[
(\Phi R)^\dagger H(\Phi R)=R^\dagger HR=\begin{pmatrix}c^2&c^2\\c^2&c^2\end{pmatrix},
\qquad c^2=\tfrac12 .
\]

In the proof, `hc` is \(c^2=1/2\), `he` is the derivative of the phase, `hp` is the cancellation \(e^{it}e^{-it}=1\), and `hD` is \(\Phi^\dagger H\Phi=H\). The tactic `fin_cases` goes through the index values 0 and 1 one at a time, and `linear_combination` closes the remaining arithmetic from `hc`.

```lean
#print axioms KohnShamOrbitalMixing.overlap_constant
-- 'KohnShamOrbitalMixing.overlap_constant' depends on axioms: [propext, Classical.choice, Quot.sound]
#print axioms KohnShamOrbitalMixing.hermitian_of_overlap_constant
-- 'KohnShamOrbitalMixing.hermitian_of_overlap_constant' depends on axioms: [propext, Classical.choice, Quot.sound]
#print axioms KohnShamOrbitalMixing.unitary_mixing
-- 'KohnShamOrbitalMixing.unitary_mixing' depends on axioms: [propext, Classical.choice, Quot.sound]
#print axioms KohnShamOrbitalMixing.individual_energies_not_invariant
-- 'KohnShamOrbitalMixing.individual_energies_not_invariant' depends on axioms: [propext, Classical.choice, Quot.sound]
```
